# Eigenvalue and determinant bounds for the overlap matrix of weakly overlapping unit vectors

When non-orthogonal basis functions are linearly dependent, or nearly so, their overlap matrix $S$ has an eigenvalue at or near zero, and $S^{-1}$ and $S^{-1/2}$ either do not exist or amplify small errors; the theorems below show, from the sizes of the entries of $S$ alone, that for normalised functions whose overlaps with all the others add up in modulus to at most $r<1$ every eigenvalue is at least $1-r$, which excludes a zero eigenvalue, and excludes one near zero when $r$ is well below one. The argument is that of the Gershgorin circle theorem, which in full treats any square matrix, gives each row its own disc and counts the eigenvalues in disjoint groups of discs, whereas here only overlap matrices with unit diagonal and one common radius $r$ are treated.

In Lean 4 with Mathlib:

```lean
import Mathlib

open Matrix
open scoped InnerProductSpace

namespace OverlapDiagonalDominance

noncomputable section

variable {E : Type*} [NormedAddCommGroup E] [InnerProductSpace ℂ E] {ι : Type*}

/-- The overlap matrix `S i j = ⟨v i, v j⟩` of a family of vectors. -/
def overlap (v : ι → E) : Matrix ι ι ℂ := Matrix.of fun i j => ⟪v i, v j⟫_ℂ

/-- The overlap matrix is Hermitian. -/
theorem overlap_isHermitian (v : ι → E) : (overlap v).IsHermitian := by
  apply Matrix.IsHermitian.ext
  intro i j
  exact inner_conj_symm (𝕜 := ℂ) (v i) (v j)

/-- For normalised vectors the diagonal entries of the overlap matrix equal one. -/
theorem overlap_diag (v : ι → E) (hv : ∀ i, ‖v i‖ = 1) (i : ι) : overlap v i i = 1 := by
  simp only [overlap, Matrix.of_apply]
  rw [inner_self_eq_norm_sq_to_K, hv i]
  simp

variable [Fintype ι]

/-- The `i`-th component of `S c` is the overlap of `v i` with the combination
`∑ j, c j • v j`. -/
theorem overlap_mulVec (v : ι → E) (c : ι → ℂ) (i : ι) :
    (overlap v *ᵥ c) i = ⟪v i, ∑ j, c j • v j⟫_ℂ := by
  rw [inner_sum]
  simp only [Matrix.mulVec, dotProduct, overlap, Matrix.of_apply, inner_smul_right]
  exact Finset.sum_congr rfl fun j _ => mul_comm _ _

/-- The quadratic form `c† S c` is the squared norm of the combination `∑ j, c j • v j`. -/
theorem overlap_quadratic_form (v : ι → E) (c : ι → ℂ) :
    star c ⬝ᵥ (overlap v *ᵥ c) = ((‖∑ j, c j • v j‖ ^ 2 : ℝ) : ℂ) := by
  have h1 : star c ⬝ᵥ (overlap v *ᵥ c) = ⟪∑ i, c i • v i, ∑ j, c j • v j⟫_ℂ := by
    rw [sum_inner]
    simp only [dotProduct, overlap_mulVec, inner_smul_left, Pi.star_apply, starRingEnd_apply]
  rw [h1, inner_self_eq_norm_sq_to_K]
  exact (Complex.ofReal_pow ‖∑ j, c j • v j‖ 2).symm

/-- Every eigenvalue of an overlap matrix is real. -/
theorem eigenvalue_im_eq_zero (v : ι → E) (μ : ℂ) (c : ι → ℂ) (hc : c ≠ 0)
    (h : overlap v *ᵥ c = μ • c) : μ.im = 0 := by
  obtain ⟨k, hk⟩ := Function.ne_iff.mp hc
  have hk' : c k ≠ 0 := hk
  have hN : star c ⬝ᵥ c = ((∑ i, ‖c i‖ ^ 2 : ℝ) : ℂ) := by
    simp only [dotProduct, Pi.star_apply, Complex.ofReal_sum]
    refine Finset.sum_congr rfl fun i _ => ?_
    rw [mul_comm, Complex.star_def, Complex.mul_conj, Complex.normSq_eq_norm_sq]
  have hpos : 0 < ∑ i, ‖c i‖ ^ 2 :=
    Finset.sum_pos' (fun i _ => sq_nonneg _)
      ⟨k, Finset.mem_univ k, pow_pos (norm_pos_iff.mpr hk') 2⟩
  -- μ times a positive number equals a real squared norm
  have hq := overlap_quadratic_form v c
  rw [h, dotProduct_smul, smul_eq_mul, hN] at hq
  have him := congrArg Complex.im hq
  simp only [Complex.mul_im, Complex.ofReal_re, Complex.ofReal_im, mul_zero, zero_add] at him
  exact (mul_eq_zero.mp him).resolve_right hpos.ne'

variable [DecidableEq ι]

/-- The sum of the moduli of the overlaps of `v i` with all other vectors of the family. -/
def offDiagSum (v : ι → E) (i : ι) : ℝ := ∑ j ∈ Finset.univ.erase i, ‖overlap v i j‖

/-- Gershgorin bound for normalised vectors: if every off-diagonal row sum is at most `r`,
each eigenvalue of the overlap matrix lies within distance `r` of one. -/
theorem gershgorin_overlap (v : ι → E) (hv : ∀ i, ‖v i‖ = 1) (r : ℝ)
    (hr : ∀ i, offDiagSum v i ≤ r) (μ : ℂ) (c : ι → ℂ) (hc : c ≠ 0)
    (h : overlap v *ᵥ c = μ • c) : ‖μ - 1‖ ≤ r := by
  obtain ⟨k, hk⟩ := Function.ne_iff.mp hc
  have hk' : c k ≠ 0 := hk
  -- choose the component of largest modulus
  obtain ⟨i, -, hi⟩ :=
    Finset.exists_max_image Finset.univ (fun j => ‖c j‖) ⟨k, Finset.mem_univ k⟩
  have hpos : 0 < ‖c i‖ := lt_of_lt_of_le (norm_pos_iff.mpr hk') (hi k (Finset.mem_univ k))
  -- the eigenvalue equation in that row, with the diagonal term moved to the left
  have hrow : (μ - 1) * c i = ∑ j ∈ Finset.univ.erase i, overlap v i j * c j := by
    have h1 : ∑ j, overlap v i j * c j = μ * c i := by
      have h2 := congrFun h i
      simpa [Matrix.mulVec, dotProduct] using h2
    rw [Finset.sum_erase_eq_sub (Finset.mem_univ i), h1, overlap_diag v hv i]
    ring
  have hb : ‖μ - 1‖ * ‖c i‖ ≤ r * ‖c i‖ := by
    calc ‖μ - 1‖ * ‖c i‖ = ‖∑ j ∈ Finset.univ.erase i, overlap v i j * c j‖ := by
          rw [← norm_mul, hrow]
      _ ≤ ∑ j ∈ Finset.univ.erase i, ‖overlap v i j * c j‖ := norm_sum_le _ _
      _ ≤ ∑ j ∈ Finset.univ.erase i, ‖overlap v i j‖ * ‖c i‖ := by
          refine Finset.sum_le_sum fun j _ => ?_
          rw [norm_mul]
          exact mul_le_mul_of_nonneg_left (hi j (Finset.mem_univ j)) (norm_nonneg _)
      _ = offDiagSum v i * ‖c i‖ := by rw [offDiagSum, Finset.sum_mul]
      _ ≤ r * ‖c i‖ := mul_le_mul_of_nonneg_right (hr i) hpos.le
  exact le_of_mul_le_mul_right hb hpos

/-- Normalised vectors whose off-diagonal overlap row sums are at most `r < 1` are
linearly independent. -/
theorem linearIndependent_of_offDiagSum (v : ι → E) (hv : ∀ i, ‖v i‖ = 1) (r : ℝ)
    (hr : ∀ i, offDiagSum v i ≤ r) (hr1 : r < 1) : LinearIndependent ℂ v := by
  rw [Fintype.linearIndependent_iff]
  intro c hc
  by_contra hne
  have hc0 : c ≠ 0 := fun h => hne fun i => congrFun h i
  -- a vanishing combination is an eigenvector with eigenvalue zero
  have h0 : overlap v *ᵥ c = (0 : ℂ) • c := by
    ext i
    rw [overlap_mulVec, hc]
    simp
  have hg := gershgorin_overlap v hv r hr 0 c hc0 h0
  have h1 : ‖(0 : ℂ) - 1‖ = 1 := by simp
  linarith

/-- For normalised vectors whose off-diagonal overlap row sums are at most `r < 1`, every
eigenvalue of the overlap matrix is real and lies in `[1 - r, 1 + r]`, and the vectors are
linearly independent. -/
theorem overlap_eigenvalues_and_independence (v : ι → E) (hv : ∀ i, ‖v i‖ = 1) (r : ℝ)
    (hr : ∀ i, offDiagSum v i ≤ r) (hr1 : r < 1) :
    (∀ (μ : ℂ) (c : ι → ℂ), c ≠ 0 → overlap v *ᵥ c = μ • c →
      μ.im = 0 ∧ 1 - r ≤ μ.re ∧ μ.re ≤ 1 + r) ∧ LinearIndependent ℂ v := by
  refine ⟨fun μ c hc h => ?_, linearIndependent_of_offDiagSum v hv r hr hr1⟩
  have hg := gershgorin_overlap v hv r hr μ c hc h
  have hre := abs_le.mp ((Complex.abs_re_le_norm (μ - 1)).trans hg)
  have h1 : (μ - 1).re = μ.re - 1 := by simp
  rw [h1] at hre
  exact ⟨eigenvalue_im_eq_zero v μ c hc h, by linarith [hre.1], by linarith [hre.2]⟩

/-- For `n` normalised vectors whose off-diagonal overlap row sums are at most `r ≤ 1`, the
overlap determinant is real and lies between `(1 - r) ^ n` and one. -/
theorem overlap_det_bounds (v : ι → E) (hv : ∀ i, ‖v i‖ = 1) (r : ℝ)
    (hr : ∀ i, offDiagSum v i ≤ r) (hr1 : r ≤ 1) :
    (overlap v).det.im = 0 ∧ (1 - r) ^ Fintype.card ι ≤ (overlap v).det.re ∧
      (overlap v).det.re ≤ 1 := by
  have hS := overlap_isHermitian v
  -- each eigenvalue is at least 1 - r
  have hb : ∀ j, 1 - r ≤ hS.eigenvalues j := by
    intro j
    have hc : (hS.eigenvectorBasis j).ofLp ≠ 0 := by
      intro h
      apply hS.eigenvectorBasis.orthonormal.ne_zero j
      ext k
      simpa using congrFun h k
    have he : overlap v *ᵥ (hS.eigenvectorBasis j).ofLp
        = ((hS.eigenvalues j : ℝ) : ℂ) • (hS.eigenvectorBasis j).ofLp := by
      refine (hS.mulVec_eigenvectorBasis j).trans ?_
      ext k
      simp only [Pi.smul_apply, smul_eq_mul, Complex.real_smul]
    have hg := gershgorin_overlap v hv r hr _ _ hc he
    have hre := abs_le.mp ((Complex.abs_re_le_norm _).trans hg)
    have h1 : (((hS.eigenvalues j : ℝ) : ℂ) - 1).re = hS.eigenvalues j - 1 := by simp
    rw [h1] at hre
    linarith [hre.1]
  have hdet : (overlap v).det = ((∏ j, hS.eigenvalues j : ℝ) : ℂ) := by
    rw [Complex.ofReal_prod]
    exact hS.det_eq_prod_eigenvalues
  -- the eigenvalues sum to the trace, which is the number of vectors
  have htr : ∑ j, hS.eigenvalues j = (Fintype.card ι : ℝ) := by
    have h1 : (overlap v).trace = ∑ j, ((hS.eigenvalues j : ℝ) : ℂ) :=
      hS.trace_eq_sum_eigenvalues
    have h2 : (overlap v).trace = (Fintype.card ι : ℂ) := by
      simp [Matrix.trace, overlap_diag v hv]
    apply Complex.ofReal_injective
    rw [Complex.ofReal_sum, ← h1, h2, Complex.ofReal_natCast]
  rw [hdet, Complex.ofReal_im, Complex.ofReal_re]
  refine ⟨rfl, ?_, ?_⟩
  · calc (1 - r) ^ Fintype.card ι = ∏ _j : ι, (1 - r) := by simp
      _ ≤ ∏ j, hS.eigenvalues j :=
          Finset.prod_le_prod (fun _ _ => by linarith) (fun j _ => hb j)
  · -- use x ≤ exp (x - 1) factor by factor
    calc ∏ j, hS.eigenvalues j ≤ ∏ j, Real.exp (hS.eigenvalues j - 1) :=
          Finset.prod_le_prod (fun j _ => by linarith [hb j])
            (fun j _ => by linarith [Real.add_one_le_exp (hS.eigenvalues j - 1)])
      _ = 1 := by
          rw [← Real.exp_sum, Finset.sum_sub_distrib, htr]
          simp

/-- The two vectors `(1, 0)` and `(3/5, 4/5)` of the two-dimensional complex space. -/
def pair : Fin 2 → EuclideanSpace ℂ (Fin 2) := ![!₂[1, 0], !₂[3 / 5, 4 / 5]]

/-- The vectors of `pair` are normalised, their off-diagonal row sums equal `3/5`, and the
overlap matrix multiplies `(1, 1)` by `1 + 3/5` and `(1, -1)` by `1 - 3/5`. -/
theorem pair_witness :
    (∀ i, ‖pair i‖ = 1) ∧ (∀ i, offDiagSum pair i = 3 / 5) ∧
      overlap pair *ᵥ ![1, 1] = (1 + 3 / 5 : ℂ) • ![1, 1] ∧
      overlap pair *ᵥ ![1, -1] = (1 - 3 / 5 : ℂ) • ![1, -1] := by
  have hS : overlap pair = !![1, 3 / 5; 3 / 5, 1] := by
    ext i j
    simp only [overlap, Matrix.of_apply, PiLp.inner_apply, Fin.sum_univ_two,
      RCLike.inner_apply]
    fin_cases i <;> fin_cases j <;> simp [pair, map_ofNat]
    norm_num
  refine ⟨fun i => ?_, fun i => ?_, ?_, ?_⟩
  · rw [EuclideanSpace.norm_eq, Real.sqrt_eq_one]
    fin_cases i <;> simp [pair, Fin.sum_univ_two]
    norm_num
  · unfold offDiagSum
    rw [hS, Finset.sum_erase_eq_sub (Finset.mem_univ i), Fin.sum_univ_two]
    fin_cases i <;> simp
  · rw [hS]
    ext i
    fin_cases i <;> simp [Matrix.mulVec, dotProduct, Fin.sum_univ_two]
    norm_num
  · rw [hS]
    ext i
    fin_cases i <;> simp [Matrix.mulVec, dotProduct, Fin.sum_univ_two] <;> norm_num

/-- A normalised vector listed twice has off-diagonal row sums equal to one, and the
resulting family is not linearly independent. -/
theorem repeated_vector_dependent (a : E) (ha : ‖a‖ = 1) :
    (∀ i, offDiagSum (fun _ : Fin 2 => a) i = 1) ∧
      ¬ LinearIndependent ℂ (fun _ : Fin 2 => a) := by
  have h1 : ⟪a, a⟫_ℂ = 1 := by
    rw [inner_self_eq_norm_sq_to_K, ha]
    simp
  refine ⟨fun i => ?_, fun h => ?_⟩
  · simp only [offDiagSum, overlap, Matrix.of_apply, h1, norm_one]
    rw [Finset.sum_erase_eq_sub (Finset.mem_univ i), Fin.sum_univ_two]
    norm_num
  · have h01 : (0 : Fin 2) = 1 := h.injective rfl
    exact absurd h01 (by decide)

end

end OverlapDiagonalDominance
```

```lean
#print axioms OverlapDiagonalDominance.overlap_eigenvalues_and_independence
-- 'OverlapDiagonalDominance.overlap_eigenvalues_and_independence' depends on axioms: [propext, Classical.choice, Quot.sound]
#print axioms OverlapDiagonalDominance.overlap_det_bounds
-- 'OverlapDiagonalDominance.overlap_det_bounds' depends on axioms: [propext, Classical.choice, Quot.sound]
#print axioms OverlapDiagonalDominance.repeated_vector_dependent
-- 'OverlapDiagonalDominance.repeated_vector_dependent' depends on axioms: [propext, Classical.choice, Quot.sound]
```

## What the theorems state

`E` is a complex inner-product space and `v : ι → E` is a family of vectors $v_i$ labelled by a finite index type with $n$ elements; $n$ appears as `Fintype.card ι`. The definition `overlap` is the matrix $S_{ij}=\langle v_i,v_j\rangle$. The definition `offDiagSum` is the row sum without the diagonal term,

$$R_i=\sum_{j\ne i}|S_{ij}|,$$

where `Finset.univ.erase i` is the set of all indices other than $i$ and the norm bars around a complex number denote its modulus. The hypothesis `hv` says $\|v_i\|=1$ for every $i$, and `hr` says $R_i\le r$ for every $i$, with one real number $r$ for all rows.

The main theorem, `overlap_eigenvalues_and_independence`, adds `hr1 : r < 1` and has two conclusions. The first concerns every complex number $\mu$ and every coefficient vector $c\neq0$ with $Sc=\mu c$, written `overlap v *ᵥ c = μ • c`. It says that $\operatorname{Im}\mu=0$ and $1-r\le\operatorname{Re}\mu\le1+r$. Eigenvalues are thus allowed to be complex at the outset, and their reality is a conclusion. The second is `LinearIndependent ℂ v`: the only complex coefficients with $\sum_jc_jv_j=0$ are $c_j=0$. The condition $r<1$ is used for the second conclusion only. The lemma `gershgorin_overlap` gives $|\mu-1|\le r$ for any $r$ that bounds the row sums, and `eigenvalue_im_eq_zero` gives reality for any finite family, normalised or not.

The theorem `overlap_det_bounds` assumes the weaker condition $r\le1$ and states that $\det S$ has zero imaginary part and that its real part satisfies

$$(1-r)^n\le\det S\le1 .$$

For $r<1$ the lower bound is positive.

Two examples delimit the result. For the vectors $(1,0)$ and $(3/5,4/5)$ of $\mathbb C^2$, `pair_witness` states that both are normalised, that both row sums equal $3/5$, and that $S$ multiplies $(1,1)$ by $1+3/5$ and $(1,-1)$ by $1-3/5$. Both ends of the interval are reached in this case. For a unit vector $a$ listed twice, `repeated_vector_dependent` states that both row sums equal $1$ and that the family is not linearly independent, so $r<1$ cannot be weakened to $r\le1$ in the independence claim.

## What physics this encodes

The inner product `⟪v i, v j⟫_ℂ` is conjugate-linear in its first argument and linear in its second, which is the Dirac convention, so $S_{ij}=\langle v_i|v_j\rangle$. The expression `star c ⬝ᵥ (overlap v *ᵥ c)` is $c^\dagger Sc$, since `star` conjugates each component and the dot product itself involves no conjugation. The space `E` need be neither finite-dimensional nor complete: it may be a space of square-integrable functions, with the $v_i$ atomic orbitals, or a space of many-particle states, with the $v_i$ non-orthogonal configurations. Only the family is finite.

In electronic-structure calculations with a finite non-orthogonal basis, $S$ enters the generalised eigenvalue problem $Hc=\varepsilon Sc$, where $H$ is the Hamiltonian or Fock matrix in that basis and $\varepsilon$ an energy, and the symmetric orthogonalisation by $S^{-1/2}$, and the theorem supplies a sufficient test that $S$ is invertible with smallest eigenvalue at least $1-r$, valid for exactly normalised functions, exact overlaps and row sums below one; this margin is small when $r$ is close to one. The condition is restrictive: a function that overlaps two neighbours by $1/2$ each already has $R_i=1$. Rounding or quadrature errors in the overlaps are not modelled, infinite families are not covered, the scalars are complex throughout, and the bound on the row sums is assumed, not derived from any property of the functions such as their spatial decay.

The remarks of this paragraph rest on hand calculation, and no theorem above states them. For $r<1$ the interval bounds the ratio of the largest to the smallest eigenvalue of $S$ by $(1+r)/(1-r)$. The criterion is sufficient but not necessary: three unit vectors with all mutual overlaps equal to $3/5$ have $R_i=6/5$ and eigenvalues $11/5,\ 2/5,\ 2/5$, and are independent. Normalisation cannot be dropped: a vector $a$ with $\|a\|^2=1/2$ listed twice has $R_i=1/2$ and eigenvalues $1$ and $0$, and the family is dependent. In the lower determinant bound $r\le1$ cannot be dropped: a unit vector listed twice satisfies $R_i\le2$ and has $\det S=0$, while $(1-2)^2=1$. The upper bound $\det S\le1$ holds for unit vectors without this condition, because the eigenvalues of $S$ are never negative and their sum is $n$. The lower determinant bound is not reached by the pair above, where $\det S=16/25$ and $(1-r)^2=4/25$.

## Why it is true

### The matrix acts through the combination

From $\overline{\langle v_j,v_i\rangle}=\langle v_i,v_j\rangle$ follows $\overline{S_{ji}}=S_{ij}$, so $S$ is Hermitian. This is `overlap_isHermitian`, and its content is the single identity `inner_conj_symm`. For unit vectors $S_{ii}=\langle v_i,v_i\rangle=\|v_i\|^2=1$, which is `overlap_diag`.

For a coefficient vector $c$ put $\psi=\sum_jc_jv_j$. Linearity in the second argument gives

$$(Sc)_i=\sum_j\langle v_i,v_j\rangle c_j=\Big\langle v_i,\sum_jc_jv_j\Big\rangle=\langle v_i,\psi\rangle .$$

In `overlap_mulVec` the sum is taken out of the inner product by `inner_sum` and each coefficient by `inner_smul_right`. Multiplying by $\overline{c_i}$, summing over $i$ and using conjugate-linearity in the first argument gives

$$c^\dagger Sc=\sum_i\overline{c_i}\langle v_i,\psi\rangle=\langle\psi,\psi\rangle=\|\psi\|^2 .$$

This is `overlap_quadratic_form`. Its step `h1` is the passage to $\langle\psi,\psi\rangle$ by `sum_inner` and `inner_smul_left`, and the rest identifies this with the squared norm, a real number regarded as complex.

### Eigenvalues are real

Let $Sc=\mu c$ with $c\ne0$. Then $c^\dagger Sc=\mu\,c^\dagger c=\mu N$ with $N=\sum_i|c_i|^2$. At least one component $c_k$ is non-zero, so $N>0$. The left side equals the real number $\|\psi\|^2$, and the imaginary part of $\mu N=\|\psi\|^2$ reads $(\operatorname{Im}\mu)\,N=0$. Dividing by $N$ gives $\operatorname{Im}\mu=0$. In `eigenvalue_im_eq_zero`, `hN` evaluates $c^\dagger c$, `hpos` shows $N>0$ from the one positive term among non-negative ones, `hq` is the equation $\mu N=\|\psi\|^2$, and `him` is its imaginary part. The last line discards the alternative $N=0$. The Hermiticity lemma is not called in this step; it is needed only for the determinant.

### The eigenvalue lies within $r$ of one

Choose an index $i$ at which $|c_i|$ is largest. It exists because the index set is finite and contains $k$, and $|c_i|\ge|c_k|>0$. Row $i$ of the eigenvalue equation is $\sum_jS_{ij}c_j=\mu c_i$. Moving the diagonal term $S_{ii}c_i=c_i$ to the other side gives

$$(\mu-1)\,c_i=\sum_{j\ne i}S_{ij}c_j .$$

Taking moduli, the triangle inequality and $|c_j|\le|c_i|$ yield

$$|\mu-1|\,|c_i|\le\sum_{j\ne i}|S_{ij}||c_j|\le\Big(\sum_{j\ne i}|S_{ij}|\Big)|c_i|=R_i|c_i|\le r|c_i| ,$$

and division by $|c_i|>0$ gives $|\mu-1|\le r$. In `gershgorin_overlap` the index comes from `Finset.exists_max_image`, with `hi` recording that $|c_j|\le|c_i|$ for all $j$. The rearranged row is `hrow`, where `Finset.sum_erase_eq_sub` writes the sum over $j\neq i$ as the full sum minus the diagonal term. The `calc` block in `hb` is the displayed chain, one line per inequality, with `norm_sum_le` as the triangle inequality. The division is `le_of_mul_le_mul_right`.

The interval follows because the real part of a complex number is bounded by its modulus: $|\operatorname{Re}\mu-1|=|\operatorname{Re}(\mu-1)|\le|\mu-1|\le r$, that is $-r\le\operatorname{Re}\mu-1\le r$. In the main theorem `Complex.abs_re_le_norm` is this bound and `abs_le` splits it into the two inequalities held in `hre`.

### Independence

Suppose $\sum_jc_jv_j=0$ with $c\neq0$. Then $(Sc)_i=\langle v_i,0\rangle=0$ for every $i$, so $Sc=0\cdot c$ and $\mu=0$ is an eigenvalue. The disc bound gives $1=|0-1|\le r$, which contradicts $r<1$. In `linearIndependent_of_offDiagSum`, `Fintype.linearIndependent_iff` turns independence into the statement about coefficients, `by_contra` supposes that not all coefficients vanish, `h0` is the equation $Sc=0\cdot c$ obtained from `overlap_mulVec`, and `linarith` finds the contradiction between $1\le r$ and $r<1$. The main theorem joins this lemma to the reality lemma and the interval.

### The determinant

A Hermitian $n\times n$ matrix has real eigenvalues $\lambda_1,\dots,\lambda_n$, counted with multiplicity, and an orthonormal basis of eigenvectors, with $\det S=\prod_j\lambda_j$ and $\operatorname{tr}S=\sum_j\lambda_j$. The product is real, which settles the imaginary part. Each basis eigenvector is non-zero, so the disc bound applies and gives $\lambda_j\ge1-r$. For $r\le1$ the number $1-r$ is non-negative, inequalities between non-negative factors may be multiplied, and

$$\det S=\prod_j\lambda_j\ge\prod_j(1-r)=(1-r)^n .$$

For the upper bound, the unit diagonal gives $\sum_j\lambda_j=\operatorname{tr}S=n$. The inequality $1+x\le e^x$ at $x=\lambda_j-1$ reads $\lambda_j\le e^{\lambda_j-1}$. Since $\lambda_j\ge1-r\ge0$, these too may be multiplied:

$$\prod_j\lambda_j\le\prod_je^{\lambda_j-1}=\exp\Big(\sum_j\lambda_j-n\Big)=e^0=1 .$$

In `overlap_det_bounds` the spectral data are Mathlib's `hS.eigenvalues` and `hS.eigenvectorBasis`. Inside `hb`, `hc` shows that a basis vector is non-zero because it belongs to an orthonormal family, and `he` puts its eigenvalue equation into the form that `gershgorin_overlap` expects, with the real eigenvalue read as a complex scalar. Only the lower half of the resulting interval is kept. The steps `hdet` and `htr` are the product and trace formulas, through `det_eq_prod_eigenvalues` and `trace_eq_sum_eigenvalues`. Each of the two final `calc` blocks uses `Finset.prod_le_prod`, whose first argument is the non-negativity of the smaller factors, and this is where $r\le1$ enters both bounds. `Real.add_one_le_exp` supplies the exponential inequality, and `Real.exp_sum` merges the product of exponentials into the exponential of a sum, which `htr` reduces to zero.

### The two examples

For $v_1=(1,0)$ and $v_2=(3/5,4/5)$ the squared norms are $1$ and $9/25+16/25=1$, and $\langle v_1,v_2\rangle=3/5$, so

$$S=\begin{pmatrix}1&3/5\\3/5&1\end{pmatrix},\qquad S\begin{pmatrix}1\\\pm1\end{pmatrix}=\begin{pmatrix}1\pm3/5\\3/5\pm1\end{pmatrix}=\Big(1\pm\tfrac35\Big)\begin{pmatrix}1\\\pm1\end{pmatrix}.$$

The proof of `pair_witness` first establishes this matrix as `hS` by going through the four entries with `fin_cases`. The norms are computed from the components, and the row sums and the two products are then checked on the explicit matrix.

For the repeated vector every entry of $S$ is $\langle a,a\rangle=1$, which is `h1`, so each row has one off-diagonal entry of modulus one. By hand the dependence is $a-a=0$ with coefficients $(1,-1)$. The proof of `repeated_vector_dependent` argues differently: a linearly independent family assigns different vectors to different indices, so `h.injective` applied to $v_0=v_1$ would force the indices $0$ and $1$ to be equal, which `decide` refutes.
